# Kraitchman's equations locate a substituted atom, up to signs, in a rigid molecule with distinct planar moments

Q: You describe the molecule by planar moments, but rotational constants give me moments of inertia. Have you changed the problem?

A: Only the variables. The planar moment tensor is the mass-weighted second moment of the positions about the centre of mass. In three dimensions the inertia tensor is its trace times the identity, minus the tensor itself. Both therefore have the same principal axes, and $P_a=(I_b+I_c-I_a)/2$ for the three axes $a,b,c$. This conversion is ordinary mechanics that I add here; the Lean code starts from planar moments. Their advantage is that changing one mass adds a single rank-one term.

```lean
import Mathlib

open Matrix Finset

namespace KraitchmanEquations

noncomputable section

variable {n ι : Type*} [Fintype n] [DecidableEq n] [Fintype ι] [DecidableEq ι]
```

The type `n` labels the Cartesian axes and `ι` the atoms. Both are finite, and I also write $n$ for the number of axes. The parent is the molecule before isotopic substitution. In its principal axes its planar moment tensor is diagonal, with entries $P_j$. The substituted tensor is $\mathrm{diag}(P)+\mu\,rr^{T}$, where $r$ is a real vector and $\mu$ a real number.

```lean
/-- The planar moment tensor `diag(P) + μ r rᵀ` in the principal axes of the parent. -/
def substituted (P : n → ℝ) (μ : ℝ) (r : n → ℝ) : Matrix n n ℝ :=
  Matrix.diagonal P + μ • vecMulVec r r
```

Q: The planar moments of the substituted molecule are the eigenvalues of that tensor. If I list them as $Q_j$, what ensures that the list is right? It could omit one or count another twice.

A: The definition excludes that by requiring the characteristic polynomial to be $\prod_j (X-Q_j)$, which fixes the multiplicities. The order of the list is free. A real symmetric matrix always has such a list.

```lean
/-- The numbers `Q j` are the eigenvalues of `A`, counted with multiplicity. -/
def HasSpectrum (A : Matrix n n ℝ) (Q : n → ℝ) : Prop :=
  A.charpoly = ∏ j, (Polynomial.X - Polynomial.C (Q j))
```

Q: So far $\mu$ and $r$ are just symbols. Where is the molecule?

A: It is a family of masses $m_i$ at positions $x_i$, with total mass $M=\sum_i m_i$. Substitution adds $\delta$ to the mass of atom $s$ and leaves every position alone.

```lean
/-- The centre of mass of atoms with masses `m` at positions `x`, for nonzero total mass. -/
def centre (m : ι → ℝ) (x : ι → n → ℝ) (a : n) : ℝ :=
  (∑ i, m i * x i a) / ∑ i, m i

/-- The planar moment tensor about the centre of mass, for nonzero total mass. -/
def planarTensor (m : ι → ℝ) (x : ι → n → ℝ) : Matrix n n ℝ :=
  Matrix.of fun a b => ∑ i, m i * ((x i a - centre m x a) * (x i b - centre m x b))

/-- Isotopic substitution: the mass of atom `s` changes by `δ`. -/
def substitute (m : ι → ℝ) (s : ι) (δ : ℝ) (i : ι) : ℝ :=
  m i + if i = s then δ else 0

/-- The reduced mass of substitution `M δ / (M + δ)`, for `M + δ ≠ 0`. -/
def reducedMass (M δ : ℝ) : ℝ := M * δ / (M + δ)
```

Q: Why $M\delta/(M+\delta)$, and not simply $\delta$?

A: Because the centre of mass moves. Expanding the tensor about the centre of mass gives the parallel-axis rule, for axes $a$ and $b$:

$$\sum_i m_i x_{ia}x_{ib}-\frac{1}{M}\Big(\sum_i m_i x_{ia}\Big)\Big(\sum_i m_i x_{ib}\Big).$$

The tensor doesn't depend on the origin, so put the origin at the parent's centre of mass. The first moments $\sum_i m_i x_{ia}$ then vanish, and atom $s$ sits at $r$. After substitution the second moment has gained $\delta r_ar_b$, and the first moments are $\delta r_a$ and $\delta r_b$. The total change is

$$\delta r_ar_b-\frac{\delta^2r_ar_b}{M+\delta}=\frac{M\delta}{M+\delta}\,r_ar_b .$$

So $\mu=M\delta/(M+\delta)$, and $r$ is measured from the parent's centre of mass.

Q: Then show me how the spectrum yields one coordinate at a time.

A: Evaluate the characteristic polynomial at a parent moment $P_k$. This needs the determinant of $\mathrm{diag}(d)+\mu rr^T$ when $d_k=0$. Row $k$ is then $\mu r_k\,r^T$, so take out the factor $\mu r_k$ and leave $r^T$ in that row. From every other row $i$ subtract $\mu r_i$ times row $k$, which leaves only $d_i$ on the diagonal. The remaining determinant is $r_k\prod_{j\ne k}d_j$, and altogether

$$\det\big(\mathrm{diag}(d)+\mu rr^T\big)=\mu r_k^2\prod_{j\neq k}d_j .$$

The Lean proof takes the same steps: `h1` identifies row $k$, `h2` clears the other rows, and `h3` evaluates the remaining determinant through the adjugate of a diagonal matrix.

```lean
/-- If one diagonal entry `d k` vanishes, the determinant of `diag(d) + μ r rᵀ` contains
only the component `r k`. -/
theorem det_diagonal_add_rankOne (d : n → ℝ) (μ : ℝ) (r : n → ℝ) (k : n) (hk : d k = 0) :
    (Matrix.diagonal d + μ • vecMulVec r r).det = μ * r k ^ 2 * ∏ j ∈ univ.erase k, d j := by
  -- row `k` is a multiple of `r`
  have h1 : Matrix.diagonal d + μ • vecMulVec r r =
      updateRow (Matrix.diagonal d + μ • vecMulVec r r) k ((μ * r k) • r) := by
    ext i j
    by_cases h : i = k
    · subst h
      simp [vecMulVec_apply, Matrix.diagonal_apply, hk, mul_assoc]
    · simp [updateRow_ne h]
  -- subtracting multiples of that row clears the rank-one term elsewhere
  have h2 : (updateRow (Matrix.diagonal d + μ • vecMulVec r r) k r).det =
      (updateRow (Matrix.diagonal d) k r).det := by
    refine det_eq_of_forall_row_eq_smul_add_const
      (fun i => if i = k then 0 else μ * r i) k (by simp) ?_
    intro i j
    by_cases h : i = k
    · subst h
      simp
    · simp [h, vecMulVec_apply, mul_assoc]
  have h3 : (updateRow (Matrix.diagonal d) k r).det = (∏ j ∈ univ.erase k, d j) * r k := by
    rw [← cramer_transpose_apply, diagonal_transpose, cramer_eq_adjugate_mulVec,
      adjugate_diagonal, mulVec_diagonal]
  rw [h1, det_updateRow_smul, h2, h3]
  ring
```

Now set $d_j=P_k-P_j$ and replace $\mu$ by $-\mu$, because the characteristic polynomial is $\det(X\,1-A)$ for a matrix $A$. Its value at $P_k$ is

$$-\mu r_k^2\prod_{j\ne k}(P_k-P_j).$$

```lean
/-- The secular polynomial of the substituted molecule, evaluated at the parent moment `P k`. -/
theorem secular_at_parent (P : n → ℝ) (μ : ℝ) (r : n → ℝ) (k : n) :
    (substituted P μ r).charpoly.eval (P k) =
      -(μ * r k ^ 2) * ∏ j ∈ univ.erase k, (P k - P j) := by
  have hM : (substituted P μ r).charpoly.eval (P k) =
      (Matrix.diagonal (fun j => P k - P j) + (-μ) • vecMulVec r r).det := by
    rw [Matrix.charpoly, ← Polynomial.coe_evalRingHom, RingHom.map_det]
    refine congrArg Matrix.det ?_
    ext i j
    by_cases h : i = j
    · subst h
      simp [substituted, vecMulVec_apply]
      ring
    · simp [substituted, vecMulVec_apply, h]
  rw [hM, det_diagonal_add_rankOne _ _ _ k (sub_self _)]
  ring
```

Q: I'd like to write the differences the other way round, as $Q_j-P_k$ and $P_j-P_k$. Do the signs work for every $n$?

A: They do. If the $Q_j$ are the eigenvalues, the same value is $\prod_j(P_k-Q_j)$. Reversing all differences costs $(-1)^n$ in this product and $(-1)^{n-1}$ in the one over $j\neq k$. The relative minus sign cancels the one in front of $\mu r_k^2$, leaving

$$\mu r_k^2\prod_{j\ne k}(P_j-P_k)=\prod_j(Q_j-P_k).$$

Distinct parent moments make the product on the left nonzero, so we may divide by it:

$$\mu r_k^2=\frac{\prod_j(Q_j-P_k)}{\prod_{j\ne k}(P_j-P_k)} .$$

For $n=1$ the denominator is an empty product, equal to 1, and the equation reads $\mu r^2=Q-P$ in the single component.

In the code, `e` is the sign $(-1)^{n-1}$, and `he` records that its square is 1. The lemma is an equivalence at each $k$: the Kraitchman equation holds exactly when the two polynomials agree at $P_k$.

```lean
/-- For distinct parent moments, the `k`-th Kraitchman equation holds exactly when the secular
polynomial and `∏ (X - Q j)` agree at `P k`. -/
theorem secular_iff {P : n → ℝ} (hP : Function.Injective P) (Q : n → ℝ) (μ : ℝ)
    (r : n → ℝ) (k : n) :
    (substituted P μ r).charpoly.eval (P k) = ∏ j, (P k - Q j) ↔
      μ * r k ^ 2 = (∏ j, (Q j - P k)) / ∏ j ∈ univ.erase k, (P j - P k) := by
  have hne : ∏ j ∈ univ.erase k, (P j - P k) ≠ 0 :=
    Finset.prod_ne_zero_iff.mpr fun j hj =>
      sub_ne_zero.mpr fun h => Finset.ne_of_mem_erase hj (hP h)
  have flip : ∀ (s : Finset n) (a : n → ℝ),
      ∏ j ∈ s, (a j - P k) = (-1) ^ s.card * ∏ j ∈ s, (P k - a j) := by
    intro s a
    rw [← Finset.prod_const, ← Finset.prod_mul_distrib]
    exact Finset.prod_congr rfl fun j _ => by ring
  -- reversing all differences costs a sign `e`, and one more for the full product
  obtain ⟨e, he, h1, h2⟩ : ∃ e : ℝ, e * e = 1 ∧
      ∏ j, (Q j - P k) = -(e * ∏ j, (P k - Q j)) ∧
      ∏ j ∈ univ.erase k, (P j - P k) = e * ∏ j ∈ univ.erase k, (P k - P j) := by
    refine ⟨(-1) ^ (univ.erase k).card, ?_, ?_, flip _ _⟩
    · rw [← mul_pow]
      simp
    · rw [flip, ← Finset.card_erase_add_one (Finset.mem_univ k)]
      ring
  rw [eq_div_iff hne, secular_at_parent, h1, h2]
  generalize ∏ j, (P k - Q j) = A
  generalize ∏ j ∈ univ.erase k, (P k - P j) = B
  constructor
  · intro h
    linear_combination (-e) * h
  · intro h
    linear_combination (-e) * h + (μ * r k ^ 2 * B + A) * he
```

The main theorem supplies that agreement from the spectrum. Its hypothesis `Function.Injective P` says that the parent moments are distinct, which for $n=3$ describes an asymmetric top. If two moments coincide, the principal axes in their plane are arbitrary, and so are the separate coordinates along them.

```lean
/-- **Kraitchman equations**: for distinct parent moments `P`, the eigenvalues `Q` of
`diag(P) + μ r rᵀ` determine every `μ (r k)²`. -/
theorem kraitchman {P Q : n → ℝ} {μ : ℝ} {r : n → ℝ} (hP : Function.Injective P)
    (hQ : HasSpectrum (substituted P μ r) Q) (k : n) :
    μ * r k ^ 2 = (∏ j, (Q j - P k)) / ∏ j ∈ univ.erase k, (P j - P k) := by
  rw [← secular_iff hP, hQ, Polynomial.eval_prod]
  simp
```

Q: Do the equations retain everything that the spectrum said?

A: Yes. Suppose all $n$ of them hold. Then the characteristic polynomial and $\prod_j(X-Q_j)$ agree at the $n$ distinct points $P_k$. Both are monic of degree $n$, so for $n\ge1$ their difference has degree below $n$ and yet $n$ roots. It is therefore zero. For $n=0$ both polynomials are 1. The proof bounds the degree in `hdeg` and takes the values at the $P_k$ from the equivalence above.

```lean
/-- Conversely, for distinct parent moments, if all Kraitchman equations hold then `Q` is the
spectrum of `diag(P) + μ r rᵀ`. -/
theorem kraitchman_converse {P Q : n → ℝ} {μ : ℝ} {r : n → ℝ} (hP : Function.Injective P)
    (h : ∀ k, μ * r k ^ 2 = (∏ j, (Q j - P k)) / ∏ j ∈ univ.erase k, (P j - P k)) :
    HasSpectrum (substituted P μ r) Q := by
  have hm := (substituted P μ r).charpoly_monic
  have hq : (∏ j, (Polynomial.X - Polynomial.C (Q j))).Monic :=
    Polynomial.monic_prod_of_monic _ _ fun j _ => Polynomial.monic_X_sub_C _
  -- two monic polynomials of degree `n` that agree at the `n` points `P k`
  have hdeg := Polynomial.degree_sub_lt_left
    (p := (substituted P μ r).charpoly) (q := ∏ j, (Polynomial.X - Polynomial.C (Q j)))
    (by rw [charpoly_degree_eq_dim]; simp [Polynomial.degree_prod])
    hm.ne_zero (by rw [hm.leadingCoeff, hq.leadingCoeff])
  rw [charpoly_degree_eq_dim] at hdeg
  refine Polynomial.eq_of_degree_sub_lt_of_eval_index_eq (s := univ) (v := P)
    hP.injOn (by simpa using hdeg) ?_
  intro k _
  rw [(secular_iff hP Q μ r k).mpr (h k), Polynomial.eval_prod]
  simp
```

Q: You derived the reduced mass with a convenient origin. Does the code assume that origin?

A: No, it keeps the origin general. The first lemma below proves the parallel-axis rule by expanding the sums.

```lean
omit [Fintype n] [DecidableEq n] [DecidableEq ι] in
/-- Parallel-axis rule for the planar moments of a molecule of nonzero total mass. -/
theorem planarTensor_apply (m : ι → ℝ) (x : ι → n → ℝ) (hM : ∑ i, m i ≠ 0) (a b : n) :
    planarTensor m x a b = ∑ i, m i * (x i a * x i b) -
      (∑ i, m i * x i a) * (∑ i, m i * x i b) / ∑ i, m i := by
  have expand : ∀ c d : ℝ, ∑ i, m i * ((x i a - c) * (x i b - d)) =
      ∑ i, m i * (x i a * x i b) - d * ∑ i, m i * x i a - c * ∑ i, m i * x i b
        + c * d * ∑ i, m i := by
    intro c d
    simp only [Finset.mul_sum, ← Finset.sum_sub_distrib, ← Finset.sum_add_distrib]
    exact Finset.sum_congr rfl fun i _ => by ring
  simp only [planarTensor, Matrix.of_apply, expand, centre]
  field_simp
  ring
```

The second applies the rule before and after substitution. Its auxiliary facts `hs` and `ht` say how weighted sums and the total mass change, and `field_simp` and `ring` finish the algebra. Both total masses must be nonzero, which physical masses satisfy. The code doesn't require the individual masses to be positive.

```lean
omit [Fintype n] [DecidableEq n] in
/-- Isotopic substitution of atom `s` adds a rank-one term with the reduced mass, provided the
total masses before and after are nonzero. -/
theorem planarTensor_substitute (m : ι → ℝ) (x : ι → n → ℝ) (s : ι) (δ : ℝ)
    (hM : ∑ i, m i ≠ 0) (hM' : ∑ i, m i + δ ≠ 0) :
    planarTensor (substitute m s δ) x = planarTensor m x +
      reducedMass (∑ i, m i) δ • vecMulVec (x s - centre m x) (x s - centre m x) := by
  have hs : ∀ f : ι → ℝ, ∑ i, substitute m s δ i * f i = ∑ i, m i * f i + δ * f s := by
    intro f
    simp [substitute, add_mul, Finset.sum_add_distrib, ite_mul]
  have ht : ∑ i, substitute m s δ i = ∑ i, m i + δ := by
    simp [substitute, Finset.sum_add_distrib]
  ext a b
  rw [planarTensor_apply _ _ (by rw [ht]; exact hM'), Matrix.add_apply,
    planarTensor_apply _ _ hM, ht, hs (fun i => x i a * x i b), hs (fun i => x i a),
    hs (fun i => x i b)]
  simp only [Matrix.smul_apply, vecMulVec_apply, Pi.sub_apply, smul_eq_mul, centre, reducedMass]
  field_simp
  ring
```

Q: Then what do I learn about the atom itself?

A: The absolute value of each of its coordinates. The hypothesis `hpar` says that the parent's tensor is diagonal in the chosen axes, and `hQ` gives the spectrum after substitution. With $\delta\neq0$ the reduced mass is nonzero, so we can divide by it and take the root:

$$|x_{sk}-c_k|=\sqrt{\frac{1}{\mu}\,\frac{\prod_j(Q_j-P_k)}{\prod_{j\ne k}(P_j-P_k)}} .$$

Here $c$ is the parent's centre of mass. The quantity under the root equals $(x_{sk}-c_k)^2$, so it is never negative, even when a lighter isotope makes $\mu$ negative. The signs of the coordinates remain undetermined, because only squares enter.

```lean
/-- Substitution coordinates: in the parent's principal axes, with distinct parent moments `P`, the
eigenvalues `Q` of the planar moment tensor after a nonzero mass change `δ` of atom `s` give the
distance of that atom from the parent's centre of mass along each axis, provided the total masses
before and after are nonzero. -/
theorem substitution_coordinate (m : ι → ℝ) (x : ι → n → ℝ) (s : ι) {δ : ℝ} {P Q : n → ℝ}
    (hM : ∑ i, m i ≠ 0) (hM' : ∑ i, m i + δ ≠ 0) (hδ : δ ≠ 0) (hP : Function.Injective P)
    (hpar : planarTensor m x = Matrix.diagonal P)
    (hQ : HasSpectrum (planarTensor (substitute m s δ) x) Q) (k : n) :
    |x s k - centre m x k| = √((∏ j, (Q j - P k)) / (∏ j ∈ univ.erase k, (P j - P k)) /
      reducedMass (∑ i, m i) δ) := by
  rw [planarTensor_substitute m x s δ hM hM', hpar] at hQ
  have h := kraitchman hP hQ k
  have hμ : reducedMass (∑ i, m i) δ ≠ 0 := div_ne_zero (mul_ne_zero hM hδ) hM'
  rw [← h, mul_div_cancel_left₀ _ hμ, Real.sqrt_sq_eq_abs, Pi.sub_apply]
```

For three axes, numbered 0, 1 and 2, the products can be written out. The last theorem does this by specialising the general one to each axis.

```lean
/-- The three Kraitchman equations of an asymmetric top, whose parent moments are distinct. -/
theorem kraitchman_asymmetric_top {P Q r : Fin 3 → ℝ} {μ : ℝ} (hP : Function.Injective P)
    (hQ : HasSpectrum (substituted P μ r) Q) :
    μ * r 0 ^ 2 = (Q 0 - P 0) * (Q 1 - P 0) * (Q 2 - P 0) / ((P 1 - P 0) * (P 2 - P 0)) ∧
    μ * r 1 ^ 2 = (Q 0 - P 1) * (Q 1 - P 1) * (Q 2 - P 1) / ((P 0 - P 1) * (P 2 - P 1)) ∧
    μ * r 2 ^ 2 = (Q 0 - P 2) * (Q 1 - P 2) * (Q 2 - P 2) / ((P 0 - P 2) * (P 1 - P 2)) := by
  have e0 : (univ : Finset (Fin 3)).erase 0 = {1, 2} := by decide
  have e1 : (univ : Finset (Fin 3)).erase 1 = {0, 2} := by decide
  have e2 : (univ : Finset (Fin 3)).erase 2 = {0, 1} := by decide
  have h0 := kraitchman hP hQ 0
  have h1 := kraitchman hP hQ 1
  have h2 := kraitchman hP hQ 2
  rw [e0, Fin.prod_univ_three, Finset.prod_pair (by decide)] at h0
  rw [e1, Fin.prod_univ_three, Finset.prod_pair (by decide)] at h1
  rw [e2, Fin.prod_univ_three, Finset.prod_pair (by decide)] at h2
  exact ⟨h0, h1, h2⟩

end

end KraitchmanEquations
```

```lean
#print axioms KraitchmanEquations.kraitchman_converse
-- 'KraitchmanEquations.kraitchman_converse' depends on axioms: [propext, Classical.choice, Quot.sound]
#print axioms KraitchmanEquations.substitution_coordinate
-- 'KraitchmanEquations.substitution_coordinate' depends on axioms: [propext, Classical.choice, Quot.sound]
#print axioms KraitchmanEquations.kraitchman_asymmetric_top
-- 'KraitchmanEquations.kraitchman_asymmetric_top' depends on axioms: [propext, Classical.choice, Quot.sound]
```

Q: My measured moments come from a vibrating molecule. Does the theorem cover them?

A: Not as they stand. It assumes point masses at fixed positions, the same in both isotopologues, and exact values for $P$ and $Q$. Measured ground-state moments contain vibrational contributions that change with the masses. If you insert them, the quantity under the root may even come out negative for an atom close to a principal plane.

Q: So what may I use it for?

A: For converting the moments of an asymmetric-top parent and one singly substituted isotopologue into coordinate magnitudes, as far as the rigid model with an unchanged structure applies. You can compare them with a geometry from an electronic-structure calculation once that geometry is expressed in the parent's principal axes, with the origin at its centre of mass.
